# The closest S-orthonormal orbitals to a linearly independent set are its Löwdin orbitals

Let $S$ be a positive definite overlap matrix, let the columns of $\Psi$ be linearly independent orbitals, and put $O=\Psi^\dagger S\Psi$. Then $\Phi_0=\Psi O^{-1/2}$ satisfies $\Phi_0^\dagger S\Phi_0=1$, and every other $\Phi$ with $\Phi^\dagger S\Phi=1$ has a strictly larger $\mathrm{Tr}\,(\Phi-\Psi)^\dagger S(\Phi-\Psi)$.

In molecular dynamics with ultrasoft pseudopotentials, $S$ depends on the ionic positions, so orbitals carried over from the previous step generally lose their orthonormality. The result treats one way of restoring it in a finite basis, with $S$ given at the new positions; the time integration is not modelled. Positive definiteness means that every nonzero orbital has positive norm once the augmentation charge is included. It is assumed here, not derived from a pseudopotential.

The finite index types `n` and `m` label basis functions and orbitals.

In Lean 4 with Mathlib:

```lean
import Mathlib

open Matrix
open scoped ComplexOrder MatrixOrder

namespace LowdinReorthonormalization

noncomputable section

variable {n m : Type*} [Fintype n] [Fintype m]
```

`overlap S X` is $X^\dagger SX$.

```lean
/-- The overlap matrix `Xᴴ S X` of the orbitals stored in the columns of `X`. -/
def overlap (S : Matrix n n ℂ) (X : Matrix n m ℂ) : Matrix m m ℂ := Xᴴ * S * X
```

The squared length $\|X\|_S^2=\mathrm{Tr}\,X^\dagger SX$ is defined as a real part, so that lengths can be compared as real numbers.

```lean
/-- The real part of `Tr (Xᴴ S X)`. For positive definite `S` it is the squared length of the set of
orbital displacements `X`. -/
def metricNormSq (S : Matrix n n ℂ) (X : Matrix n m ℂ) : ℝ := (overlap S X).trace.re
```

## (a) The squared length is real

Show that taking the real part loses nothing when $S$ is Hermitian.

**Solution.** The matrix $A=X^\dagger SX$ satisfies $A^\dagger=A$. Since $\mathrm{Tr}\,A^\dagger=\overline{\mathrm{Tr}\,A}$, the trace equals its own conjugate.

```lean
/-- For Hermitian `S` the trace `Tr (Xᴴ S X)` is real and equals `metricNormSq S X`. -/
theorem metricNormSq_eq_trace {S : Matrix n n ℂ} (hS : S.IsHermitian) (X : Matrix n m ℂ) :
    (metricNormSq S X : ℂ) = (Xᴴ * S * X).trace := by
  refine Complex.conj_eq_iff_re.mp ?_
  have h : (Xᴴ * S * X)ᴴ = Xᴴ * S * X := by
    simp only [conjTranspose_mul, conjTranspose_conjTranspose, hS.eq, Matrix.mul_assoc]
  have h' := trace_conjTranspose (Xᴴ * S * X)
  rw [h] at h'
  exact h'.symm
```

## (b) Nonzero displacements have positive length

Show that $\|X\|_S^2>0$ for $X\neq0$.

**Solution.** With $x_j$ the columns of $X$, $\|X\|_S^2=\sum_j x_j^\dagger Sx_j$. No term is negative, and a nonzero column contributes a positive one. The code proves this sum formula first, then picks the nonzero column.

```lean
/-- For positive definite `S`, a nonzero set of displacements has positive squared length. -/
theorem metricNormSq_pos {S : Matrix n n ℂ} (hS : S.PosDef) {X : Matrix n m ℂ}
    (hX : X ≠ 0) : 0 < metricNormSq S X := by
  -- the trace is a sum over orbitals of their squared S-norms
  have h : metricNormSq S X =
      ∑ j, (star (fun i => X i j) ⬝ᵥ S *ᵥ (fun i => X i j)).re := by
    unfold metricNormSq overlap Matrix.trace
    rw [Complex.re_sum]
    refine Finset.sum_congr rfl fun j _ => ?_
    simp only [Matrix.diag_apply, Matrix.mul_assoc, Matrix.mul_apply, dotProduct, mulVec,
      conjTranspose_apply, Pi.star_apply]
  obtain ⟨j, hj⟩ : ∃ j, (fun i => X i j) ≠ 0 := by
    by_contra hc
    push Not at hc
    exact hX (by ext i j; exact congrFun (hc j) i)
  rw [h]
  refine Finset.sum_pos' (fun k _ => ?_) ⟨j, Finset.mem_univ j, ?_⟩
  · exact (Complex.le_def.mp (hS.posSemidef.dotProduct_mulVec_nonneg _)).1
  · exact (Complex.lt_def.mp (hS.dotProduct_mulVec_pos hj)).1
```

## (c) The orbital overlap is positive definite

Show this for $O$. Linear independence is the hypothesis `hΨ`: $\Psi v=0$ implies $v=0$.

**Solution.** For $v\ne0$ we have $\Psi v\neq0$, so $v^\dagger Ov=(\Psi v)^\dagger S(\Psi v)>0$. Mathlib's lemma asks for injectivity of $v\mapsto\Psi v$, which follows by applying `hΨ` to a difference.

```lean
/-- Linearly independent orbitals have a positive definite overlap matrix. -/
theorem overlap_posDef {S : Matrix n n ℂ} (hS : S.PosDef) {Ψ : Matrix n m ℂ}
    (hΨ : ∀ v, Ψ *ᵥ v = 0 → v = 0) : (overlap S Ψ).PosDef := by
  refine hS.conjTranspose_mul_mul_same ?_
  intro v w h
  exact sub_eq_zero.mp (hΨ _ (by rw [Matrix.mulVec_sub]; exact sub_eq_zero.mpr h))
```

## (d) Mixing the orbitals

Find the overlap of $XB$ for a square matrix $B$.

**Solution.** $(XB)^\dagger S(XB)=B^\dagger(X^\dagger SX)B$.

```lean
/-- Mixing the orbitals by a matrix `B` turns their overlap matrix `O` into `Bᴴ O B`. -/
theorem overlap_mul (S : Matrix n n ℂ) (X : Matrix n m ℂ) (B : Matrix m m ℂ) :
    overlap S (X * B) = Bᴴ * overlap S X * B := by
  simp only [overlap, conjTranspose_mul, Matrix.mul_assoc]
```

## (e) The square root is positive definite

Write $R=O^{1/2}$ for the positive square root, `overlapRoot`.

```lean
variable [DecidableEq m]

/-- The square root `O^(1/2)` of the orbital overlap matrix `O = Ψᴴ S Ψ`. -/
def overlapRoot (S : Matrix n n ℂ) (Ψ : Matrix n m ℂ) : Matrix m m ℂ :=
  CFC.sqrt (overlap S Ψ)
```

The Löwdin orbitals are then $\Phi_0=\Psi R^{-1}$.

```lean
/-- The Löwdin orbitals `Ψ O^(-1/2)`. -/
def lowdin (S : Matrix n n ℂ) (Ψ : Matrix n m ℂ) : Matrix n m ℂ :=
  Ψ * (overlapRoot S Ψ)⁻¹
```

Show that a positive definite $A$ has a positive definite root.

**Solution.** The functional calculus supplies a positive semidefinite $A^{1/2}$ with square $A$. As $(\det A^{1/2})^2=\det A\neq0$, the root is invertible, and an invertible positive semidefinite matrix is positive definite.

```lean
/-- The square root of a positive definite matrix is positive definite and squares to it. -/
theorem posDef_sqrt {A : Matrix m m ℂ} (hA : A.PosDef) :
    (CFC.sqrt A).PosDef ∧ CFC.sqrt A * CFC.sqrt A = A := by
  have h2 : CFC.sqrt A * CFC.sqrt A = A :=
    CFC.sqrt_mul_sqrt_self A (Matrix.nonneg_iff_posSemidef.mpr hA.posSemidef)
  have hp : (CFC.sqrt A).PosSemidef :=
    Matrix.nonneg_iff_posSemidef.mp (CFC.sqrt_nonneg A)
  refine ⟨hp.posDef_iff_isUnit.mpr ?_, h2⟩
  have hd := (Matrix.isUnit_iff_isUnit_det _).mp hA.isUnit
  rw [← h2, Matrix.det_mul] at hd
  exact (Matrix.isUnit_iff_isUnit_det _).mpr (isUnit_of_mul_isUnit_left hd)
```

## (f) Orthonormality

Show that $\Phi_0^\dagger S\Phi_0=1$ and $\Phi_0R=\Psi$.

**Solution.** By (d) and $R^\dagger=R$, $\Phi_0^\dagger S\Phi_0=R^{-1}R^2R^{-1}=1$. Also $\Psi R^{-1}R=\Psi$.

```lean
/-- The Löwdin orbitals are `S`-orthonormal, and multiplying them by `O^(1/2)` gives back
the original orbitals. -/
theorem lowdin_orthonormal {S : Matrix n n ℂ} (hS : S.PosDef) {Ψ : Matrix n m ℂ}
    (hΨ : ∀ v, Ψ *ᵥ v = 0 → v = 0) :
    overlap S (lowdin S Ψ) = 1 ∧ lowdin S Ψ * overlapRoot S Ψ = Ψ := by
  obtain ⟨hR, h2⟩ : (overlapRoot S Ψ).PosDef ∧
      overlapRoot S Ψ * overlapRoot S Ψ = overlap S Ψ := posDef_sqrt (overlap_posDef hS hΨ)
  have hu := (Matrix.isUnit_iff_isUnit_det _).mp hR.isUnit
  constructor
  · rw [lowdin, overlap_mul, conjTranspose_nonsing_inv, hR.isHermitian.eq, ← h2,
      ← Matrix.mul_assoc, Matrix.nonsing_inv_mul _ hu, Matrix.one_mul,
      Matrix.mul_nonsing_inv _ hu]
  · rw [lowdin, Matrix.mul_assoc, Matrix.nonsing_inv_mul _ hu, Matrix.mul_one]
```

## (g) The exact excess

For $\Phi^\dagger S\Phi=1$ and $D=\Phi-\Phi_0$, show that
$$\|\Phi-\Psi\|_S^2-\|\Phi_0-\Psi\|_S^2=\mathrm{Tr}\,(D^\dagger SD\,R).$$

**Solution.** Insert $\Psi=\Phi_0R$ in the cross terms:
$$\|\Phi-\Psi\|_S^2=\mathrm{Tr}\,1-\mathrm{Tr}\,\Phi^\dagger S\Phi_0R-\mathrm{Tr}\,R\Phi_0^\dagger S\Phi+\mathrm{Tr}\,O.$$
For $\Phi=\Phi_0$ this is $\mathrm{Tr}\,1-2\,\mathrm{Tr}\,R+\mathrm{Tr}\,O$. The difference is
$$2\,\mathrm{Tr}\,R-\mathrm{Tr}\,\Phi^\dagger S\Phi_0R-\mathrm{Tr}\,R\Phi_0^\dagger S\Phi.$$
Since $D^\dagger SD=2\cdot1-\Phi^\dagger S\Phi_0-\Phi_0^\dagger S\Phi$, cyclicity of the trace gives the claim. The left side is real by (a), so the trace on the right is real too, and the real part taken in the formal statement loses nothing. In the code, `hsub` expands the squares, and `h1` and `h2` insert $\Psi=\Phi_0R$.

```lean
/-- The extra squared displacement of `S`-orthonormal orbitals `Φ`, compared with the Löwdin
orbitals `Φ₀`, is exactly the real part of `Tr ((Φ - Φ₀)ᴴ S (Φ - Φ₀) O^(1/2))`. -/
theorem excess_displacement {S : Matrix n n ℂ} (hS : S.PosDef) {Ψ : Matrix n m ℂ}
    (hΨ : ∀ v, Ψ *ᵥ v = 0 → v = 0) {Φ : Matrix n m ℂ} (hΦ : overlap S Φ = 1) :
    metricNormSq S (Φ - Ψ) - metricNormSq S (lowdin S Ψ - Ψ) =
      (overlap S (Φ - lowdin S Ψ) * overlapRoot S Ψ).trace.re := by
  obtain ⟨hF, hFR⟩ := lowdin_orthonormal hS hΨ
  have hR : (overlapRoot S Ψ)ᴴ = overlapRoot S Ψ :=
    (posDef_sqrt (overlap_posDef hS hΨ)).1.isHermitian.eq
  generalize lowdin S Ψ = F at *
  generalize overlapRoot S Ψ = R at *
  have hsub : ∀ X Y : Matrix n m ℂ, overlap S (X - Y) =
      overlap S X - Xᴴ * S * Y - Yᴴ * S * X + overlap S Y := by
    intro X Y
    simp only [overlap, conjTranspose_sub, Matrix.sub_mul, Matrix.mul_sub]
    abel
  -- insert Ψ = F R in the cross terms
  have h1 : ∀ X : Matrix n m ℂ, Xᴴ * S * Ψ = Xᴴ * S * F * R := by
    intro X
    rw [← hFR]
    simp only [Matrix.mul_assoc]
  have h2 : ∀ X : Matrix n m ℂ, Ψᴴ * S * X = R * (Fᴴ * S * X) := by
    intro X
    rw [← hFR, conjTranspose_mul, hR]
    simp only [Matrix.mul_assoc]
  have hF' : Fᴴ * S * F = 1 := hF
  unfold metricNormSq
  rw [← Complex.sub_re]
  congr 1
  rw [hsub Φ Ψ, hsub F Ψ, hsub Φ F, hΦ, hF, h1 Φ, h1 F, h2 Φ, h2 F, hF']
  simp only [Matrix.trace_add, Matrix.trace_sub, Matrix.add_mul, Matrix.sub_mul,
    Matrix.one_mul, Matrix.mul_one]
  rw [Matrix.trace_mul_comm R (Fᴴ * S * Φ)]
  ring
```

## (h) The unique minimizer

Show that the excess is positive unless $\Phi=\Phi_0$.

**Solution.** Let $T=R^{1/2}$, positive definite by (e). Then
$$\mathrm{Tr}\,(D^\dagger SD\,R)=\mathrm{Tr}\,(T D^\dagger SD\,T)=\|DT\|_S^2.$$
If $D\neq0$, then $DT\neq0$ because $T$ is invertible, and (b) applies.

```lean
/-- Löwdin re-orthonormalization: `Ψ O^(-1/2)` is `S`-orthonormal, and every other
`S`-orthonormal set of orbitals lies strictly farther from `Ψ` in the metric `S`. -/
theorem lowdin_unique_minimizer {S : Matrix n n ℂ} (hS : S.PosDef) {Ψ : Matrix n m ℂ}
    (hΨ : ∀ v, Ψ *ᵥ v = 0 → v = 0) :
    overlap S (lowdin S Ψ) = 1 ∧
      ∀ Φ : Matrix n m ℂ, overlap S Φ = 1 → Φ ≠ lowdin S Ψ →
        metricNormSq S (lowdin S Ψ - Ψ) < metricNormSq S (Φ - Ψ) := by
  refine ⟨(lowdin_orthonormal hS hΨ).1, fun Φ hΦ hne => ?_⟩
  have hex := excess_displacement hS hΨ hΦ
  have hR : (overlapRoot S Ψ).PosDef := (posDef_sqrt (overlap_posDef hS hΨ)).1
  -- split the weight as T * T and absorb T into the displacement
  obtain ⟨hT, hTT⟩ := posDef_sqrt hR
  generalize CFC.sqrt (overlapRoot S Ψ) = T at *
  have hu := (Matrix.isUnit_iff_isUnit_det _).mp hT.isUnit
  have hD : (Φ - lowdin S Ψ) * T ≠ 0 := by
    intro h0
    apply hne
    have h3 : (Φ - lowdin S Ψ) * T * T⁻¹ = 0 := by rw [h0, Matrix.zero_mul]
    rw [Matrix.mul_assoc, Matrix.mul_nonsing_inv _ hu, Matrix.mul_one] at h3
    exact sub_eq_zero.mp h3
  have hpos := metricNormSq_pos hS hD
  rw [metricNormSq, overlap_mul, hT.isHermitian.eq, Matrix.mul_assoc,
    Matrix.trace_mul_comm, Matrix.mul_assoc, hTT] at hpos
  linarith
```

## (i) The minimal displacement

Compute $\|\Phi_0-\Psi\|_S^2$.

**Solution.** Since $\Phi_0-\Psi=\Phi_0(1-R)$, (d) and (f) give $\mathrm{Tr}\,[(1-R)^2]$, which is real because $1-R$ is Hermitian.

```lean
/-- The squared displacement of the Löwdin orbitals from `Ψ` is the real part of `Tr ((1 -
O^(1/2))²)`. -/
theorem lowdin_displacement {S : Matrix n n ℂ} (hS : S.PosDef) {Ψ : Matrix n m ℂ}
    (hΨ : ∀ v, Ψ *ᵥ v = 0 → v = 0) :
    metricNormSq S (lowdin S Ψ - Ψ) = ((1 - overlapRoot S Ψ) ^ 2).trace.re := by
  obtain ⟨hF, hFR⟩ := lowdin_orthonormal hS hΨ
  have hR : (overlapRoot S Ψ)ᴴ = overlapRoot S Ψ :=
    (posDef_sqrt (overlap_posDef hS hΨ)).1.isHermitian.eq
  have h : lowdin S Ψ - Ψ = lowdin S Ψ * (1 - overlapRoot S Ψ) := by
    rw [Matrix.mul_sub, Matrix.mul_one, hFR]
  rw [h, metricNormSq, overlap_mul, hF, conjTranspose_sub, conjTranspose_one, hR,
    Matrix.mul_one, pow_two]
```

## (j) Unitary mixing

For unitary $U$, show that $\Psi U$ has Löwdin orbitals $\Phi_0U$.

**Solution.** The columns of $\Psi U$ are linearly independent because $U$ is invertible, so (h) applies to $\Psi U$ as well. Let $G$ be the Löwdin orbitals of $\Psi U$, and suppose $G\neq\Phi_0U$. Both $\Phi_0U$ and $GU^\dagger$ are $S$-orthonormal, and right multiplication by a unitary preserves $\|\cdot\|_S$. Applying (h) to $\Psi U$ and then to $\Psi$ gives
$$\|G-\Psi U\|_S^2<\|\Phi_0U-\Psi U\|_S^2=\|\Phi_0-\Psi\|_S^2<\|GU^\dagger-\Psi\|_S^2=\|G-\Psi U\|_S^2,$$
a contradiction.

```lean
/-- Löwdin re-orthonormalization commutes with a unitary mixing `U` of the orbitals. -/
theorem lowdin_mul_unitary {S : Matrix n n ℂ} (hS : S.PosDef) {Ψ : Matrix n m ℂ}
    (hΨ : ∀ v, Ψ *ᵥ v = 0 → v = 0) {U : Matrix m m ℂ} (hU : Uᴴ * U = 1) :
    lowdin S (Ψ * U) = lowdin S Ψ * U := by
  have hU' : U * Uᴴ = 1 := mul_eq_one_comm.mp hU
  have hΨU : ∀ v, (Ψ * U) *ᵥ v = 0 → v = 0 := by
    intro v hv
    rw [← Matrix.mulVec_mulVec] at hv
    have h := hΨ _ hv
    rw [← Matrix.one_mulVec v, ← hU, ← Matrix.mulVec_mulVec, h, Matrix.mulVec_zero]
  have hinv : ∀ X : Matrix n m ℂ, metricNormSq S (X * U) = metricNormSq S X := by
    intro X
    rw [metricNormSq, overlap_mul, Matrix.trace_mul_comm, ← Matrix.mul_assoc, hU',
      Matrix.one_mul, metricNormSq]
  obtain ⟨hF, hFmin⟩ := lowdin_unique_minimizer hS hΨ
  obtain ⟨hG, hGmin⟩ := lowdin_unique_minimizer hS hΨU
  -- two different minimizers would each be strictly better than the other
  by_contra hne
  have h1 := hGmin (lowdin S Ψ * U)
    (by rw [overlap_mul, hF, Matrix.mul_one, hU]) (fun h => hne h.symm)
  have h2 := hFmin (lowdin S (Ψ * U) * Uᴴ)
    (by rw [overlap_mul, hG, Matrix.mul_one, conjTranspose_conjTranspose, hU'])
    (fun h => hne (by rw [← h, Matrix.mul_assoc, hU, Matrix.mul_one]))
  rw [← Matrix.sub_mul, hinv] at h1
  rw [← hinv (lowdin S (Ψ * U) * Uᴴ - Ψ), Matrix.sub_mul, Matrix.mul_assoc _ Uᴴ U, hU,
    Matrix.mul_one] at h2
  exact lt_asymm h1 h2

end

end LowdinReorthonormalization
```

```lean
#print axioms LowdinReorthonormalization.metricNormSq_eq_trace
#print axioms LowdinReorthonormalization.lowdin_orthonormal
#print axioms LowdinReorthonormalization.lowdin_displacement
#print axioms LowdinReorthonormalization.lowdin_mul_unitary
```

```
'LowdinReorthonormalization.metricNormSq_eq_trace' depends on axioms: [propext, Classical.choice, Quot.sound]
'LowdinReorthonormalization.lowdin_orthonormal' depends on axioms: [propext, Classical.choice, Quot.sound]
'LowdinReorthonormalization.lowdin_displacement' depends on axioms: [propext, Classical.choice, Quot.sound]
'LowdinReorthonormalization.lowdin_mul_unitary' depends on axioms: [propext, Classical.choice, Quot.sound]
```

## Two overlapping orbitals in numbers

Take $\Psi=1$ and $S=\begin{pmatrix}5&4\\4&5\end{pmatrix}$. The two orbitals are not normalised: each has squared norm 5. Here $O=S$ and
$$R=\begin{pmatrix}2&1\\1&2\end{pmatrix},\qquad \Phi_0=R^{-1}=\frac13\begin{pmatrix}2&-1\\-1&2\end{pmatrix}.$$
All entries of $1-R$ are $-1$, so the squared displacement is $\mathrm{Tr}\,[(1-R)^2]=4$. Gram–Schmidt, starting from the first orbital, gives $12-16/\sqrt5\approx4.84$.
